# With a single relaxation time τ and a constant Hamiltonian, the Frobenius distance to a target that commutes with the Hamiltonian decays as exp(−t/τ)

A light pulse has driven the electrons of a small system out of equilibrium. Afterwards two things happen at once. The Hamiltonian $H$ makes the coherences between its levels oscillate, and scattering pulls the one-particle density matrix $\gamma$ back towards an equilibrium matrix $g$. The relaxation-time approximation in its simplest form, with a single relaxation time, describes both with one equation, in units with $\hbar=1$:

$$\gamma' = -i(H\gamma-\gamma H)-\frac{\gamma-g}{\tau}.$$

The constant $\tau>0$ sets the time scale on which scattering restores equilibrium, and it is taken to be the same for all populations and coherences. Here $H$ and $g$ are fixed matrices in a finite orthonormal basis, independent of time and of $\gamma$. Can the oscillations speed up or delay the return to $g$?

## Oscillation leaves the distance alone

We measure distance by the Frobenius norm, $\|A\|=\big(\sum_{ij}|A_{ij}|^2\big)^{1/2}$. If $H$ is Hermitian and $Hg=gH$, then for every $t\ge 0$

$$\|\gamma(t)-g\| = e^{-t/\tau}\,\|\gamma(0)-g\|.$$

The commutation condition holds, for example, when $g$ is a Fermi–Dirac function of $H$. It generally fails when $g$ is the equilibrium of a different Hamiltonian, such as the one without an applied static field.

Write $\kappa=1/\tau$ and take two solutions $\gamma_1,\gamma_2$ with the same $H$, $g$ and $\kappa$. In their difference $D=\gamma_1-\gamma_2$ the matrix $g$ cancels:

$$D'=-i(HD-DH)-\kappa D.$$

Let $N=\|D\|^2=\operatorname{Tr}(D^\dagger D)$. Then

$$N' = 2\,\mathrm{Re}\operatorname{Tr}(D^\dagger D') = -2\,\mathrm{Re}\big[i\operatorname{Tr}(D^\dagger HD)-i\operatorname{Tr}(D^\dagger DH)\big]-2\kappa N.$$

The matrix $D^\dagger HD$ is Hermitian, so its trace is real. By cyclicity $\operatorname{Tr}(D^\dagger DH)=\operatorname{Tr}(DHD^\dagger)$, which is real for the same reason. The bracket is therefore purely imaginary, and $N'=-2\kappa N$. It follows that

$$\big(e^{2\kappa t}N\big)'=2\kappa e^{2\kappa t}N-2\kappa e^{2\kappa t}N=0,$$

so $N(t)=e^{-2\kappa t}N(0)$, and a square root gives $\|D(t)\|=e^{-\kappa t}\|D(0)\|$. Up to here $g$ was arbitrary.

Commutation enters when $g$ itself is to be the second solution. At $\gamma=g$ the right-hand side of the equation is $-i(Hg-gH)$, which vanishes exactly when $H$ and $g$ commute. In that case the constant $\gamma_2(t)=g$ is a solution, and the claim follows.

Conversely, suppose that a solution starts at $g$ and obeys the decay law. Its initial distance is zero, so it stays at $g$. Its initial derivative $-i(Hg-gH)$ is then zero, and $H$ and $g$ commute.

## Two levels after one relaxation time

Let $H$ be diagonal with energies $\varepsilon_i$ and $g$ diagonal with occupations $f_i$. The entries of $D=\gamma-g$ then decouple:

$$D_{ij}(t)=e^{-(\kappa+i(\varepsilon_i-\varepsilon_j))t}D_{ij}(0).$$

Take $\varepsilon_1=0$, $\varepsilon_2=\pi/2$, $\tau=2$, $f_1=1$, $f_2=0$, and let all four entries of $\gamma(0)$ be $1/2$. Then

$$D(0)=\tfrac12\begin{pmatrix}-1&1\\1&1\end{pmatrix},\qquad D(2)=\frac{e^{-1}}{2}\begin{pmatrix}-1&-1\\-1&1\end{pmatrix}.$$

The coherences have picked up the phase $e^{\pm i\pi}=-1$. The norm has gone from $1$ to $e^{-1}\approx0.368$, whatever the phase.

## The equation and the norm in Lean

```lean
import Mathlib

open Matrix Filter Topology

namespace RelaxationTimeApproximation

noncomputable section

variable {n : Type*} [Fintype n]
```

The index type `n` is any finite type, so the one-particle basis is finite. Its elements label the basis states.

```lean
/-- Right-hand side of the relaxation-time equation: coherent motion under `H`
and relaxation towards `g` at the rate `κ`. -/
def rtaRate (H g : Matrix n n ℂ) (κ : ℝ) (γ : Matrix n n ℂ) : Matrix n n ℂ :=
  -(Complex.I • (H * γ - γ * H)) - (κ : ℂ) • (γ - g)
```

`rtaRate` is the right-hand side of the equation, with the rate `κ` in place of $1/\tau$. Both `H` and `g` are constant in time.

```lean
/-- The time-dependent density matrix `γ` obeys the relaxation-time equation, entry by entry,
at all times `t ≥ 0`. -/
def IsSolution (H g : Matrix n n ℂ) (κ : ℝ) (γ : ℝ → Matrix n n ℂ) : Prop :=
  ∀ t : ℝ, 0 ≤ t → ∀ i j,
    HasDerivWithinAt (fun s => γ s i j) (rtaRate H g κ (γ t) i j) (Set.Ici 0) t
```

`IsSolution` requires the differential equation for each matrix entry at every $t\ge0$. The derivative is taken within $[0,\infty)$, so at $t=0$ it is one-sided and nothing is asked of negative times. Nor is `γ t` required to be Hermitian or to have occupations between 0 and 1.

```lean
/-- Sum of the squared moduli of all matrix entries. -/
def frobSq (A : Matrix n n ℂ) : ℝ := ∑ i, ∑ j, ‖A i j‖ ^ 2

/-- The Frobenius norm of a matrix. -/
def frobNorm (A : Matrix n n ℂ) : ℝ := √(frobSq A)
```

`frobSq` is $N$ and `frobNorm` is its square root.

## The overlap with the commutator

```lean
/-- The entrywise real inner product of two matrices is the real part of `Tr(D† E)`. -/
theorem sum_inner_eq_trace (D E : Matrix n n ℂ) :
    ∑ i, ∑ j, inner ℝ (D i j) (E i j) = (trace (Dᴴ * E)).re := by
  simp only [trace, diag_apply, Matrix.mul_apply, conjTranspose_apply, Complex.re_sum]
  rw [Finset.sum_comm]
  refine Finset.sum_congr rfl fun i _ => Finset.sum_congr rfl fun j _ => ?_
  rw [Complex.inner]
  simp only [Complex.star_def, Complex.mul_re, Complex.conj_re, Complex.conj_im]
  ring
```

Lean treats $\mathbb C$ as a real inner product space, in which the product of $z$ and $w$ is $\mathrm{Re}(\bar z w)$. Summed over all entries, this gives $\mathrm{Re}\operatorname{Tr}(D^\dagger E)$. The lemma links the derivative of a sum of squared moduli to the trace used in the derivation.

```lean
/-- For Hermitian `H`, the coherent term `i(HD - DH)` has no real overlap with `D`. -/
theorem coherent_overlap_zero {H : Matrix n n ℂ} (hH : H.IsHermitian) (D : Matrix n n ℂ) :
    (trace (Dᴴ * (Complex.I • (H * D - D * H)))).re = 0 := by
  -- the trace of a Hermitian matrix is real
  have key : ∀ A : Matrix n n ℂ, Aᴴ = A → (trace A).im = 0 := by
    intro A hA
    have h : star (trace A) = trace A := by rw [← trace_conjTranspose, hA]
    exact Complex.conj_eq_iff_im.mp h
  have h1 : (trace (Dᴴ * (H * D))).im = 0 := key _ (by
    simp only [conjTranspose_mul, conjTranspose_conjTranspose, hH.eq, Matrix.mul_assoc])
  have h2 : (trace (Dᴴ * (D * H))).im = 0 := by
    rw [trace_mul_comm]
    exact key _ (by
      simp only [conjTranspose_mul, conjTranspose_conjTranspose, hH.eq, Matrix.mul_assoc])
  rw [Matrix.mul_smul, trace_smul, Matrix.mul_sub, trace_sub, smul_eq_mul, Complex.I_mul_re,
    Complex.sub_im, h1, h2]
  norm_num
```

Here `key` says that a Hermitian matrix has a real trace. It is applied to $D^\dagger HD$ and, after `trace_mul_comm` has moved $D^\dagger$ to the end, to $DHD^\dagger$. Multiplying a real number by $i$ leaves no real part.

## The distance between two solutions

```lean
/-- Two solutions with the same Hermitian `H`, the same `g` and the same rate `κ` have a
Frobenius distance that changes by exactly the factor `exp(-κt)`, for any matrix `g`. -/
theorem distance_of_solutions {H g : Matrix n n ℂ} {κ : ℝ} (hH : H.IsHermitian)
    {γ₁ γ₂ : ℝ → Matrix n n ℂ} (h₁ : IsSolution H g κ γ₁) (h₂ : IsSolution H g κ γ₂)
    {t : ℝ} (ht : 0 ≤ t) :
    frobNorm (γ₁ t - γ₂ t) = Real.exp (-(κ * t)) * frobNorm (γ₁ 0 - γ₂ 0) := by
  -- the difference obeys the homogeneous equation
  have hlin : ∀ A B : Matrix n n ℂ, rtaRate H g κ A - rtaRate H g κ B =
      -(Complex.I • (H * (A - B) - (A - B) * H)) - (κ : ℂ) • (A - B) := by
    intro A B
    simp only [rtaRate, Matrix.mul_sub, Matrix.sub_mul, smul_sub]
    abel
  have hbal : ∀ D : Matrix n n ℂ,
      (trace (Dᴴ * (-(Complex.I • (H * D - D * H)) - (κ : ℂ) • D))).re = -κ * frobSq D := by
    intro D
    have hD : (trace (Dᴴ * D)).re = frobSq D := by
      rw [← sum_inner_eq_trace]
      simp only [real_inner_self_eq_norm_sq, frobSq]
    rw [Matrix.mul_sub, Matrix.mul_neg, trace_sub, trace_neg, Complex.sub_re, Complex.neg_re,
      coherent_overlap_zero hH, Matrix.mul_smul, trace_smul, smul_eq_mul,
      Complex.re_ofReal_mul, hD]
    ring
  -- hence the squared distance decays at the rate `2κ`
  have hN : ∀ s : ℝ, 0 ≤ s → HasDerivWithinAt (fun x => frobSq (γ₁ x - γ₂ x))
      (-(2 * κ) * frobSq (γ₁ s - γ₂ s)) (Set.Ici 0) s := by
    intro s hs
    have hd : HasDerivWithinAt (fun x => ∑ i, ∑ j, ‖(γ₁ x - γ₂ x) i j‖ ^ 2)
        (∑ i, ∑ j, 2 * inner ℝ ((γ₁ s - γ₂ s) i j)
          ((rtaRate H g κ (γ₁ s) - rtaRate H g κ (γ₂ s)) i j)) (Set.Ici 0) s :=
      HasDerivWithinAt.fun_sum fun i _ => HasDerivWithinAt.fun_sum fun j _ =>
        ((h₁ s hs i j).sub (h₂ s hs i j)).norm_sq
    refine hd.congr_deriv ?_
    simp only [← Finset.mul_sum]
    rw [sum_inner_eq_trace, hlin, hbal]
    ring
  -- so `exp(2κs)` times the squared distance is conserved
  have hF : ∀ s : ℝ, 0 ≤ s → HasDerivWithinAt
      (fun x => Real.exp (2 * κ * x) * frobSq (γ₁ x - γ₂ x)) 0 (Set.Ici 0) s := by
    intro s hs
    have he := ((hasDerivAt_id' s).const_mul (2 * κ)).exp
    exact (he.hasDerivWithinAt.mul (hN s hs)).congr_deriv (by ring)
  have hc : Real.exp (2 * κ * t) * frobSq (γ₁ t - γ₂ t) =
      Real.exp (2 * κ * 0) * frobSq (γ₁ 0 - γ₂ 0) :=
    constant_of_has_deriv_right_zero
      (f := fun x => Real.exp (2 * κ * x) * frobSq (γ₁ x - γ₂ x))
      (fun s hs => (hF s hs.1).continuousWithinAt.mono Set.Icc_subset_Ici_self)
      (fun s hs => (hF s hs.1).mono (Set.Ici_subset_Ici.mpr hs.1)) t ⟨ht, le_rfl⟩
  rw [mul_zero, Real.exp_zero, one_mul] at hc
  have he : Real.exp (-(κ * t)) ^ 2 * Real.exp (2 * κ * t) = 1 := by
    rw [pow_two, ← Real.exp_add, ← Real.exp_add, ← Real.exp_zero]
    congr 1
    ring
  have hsq : frobSq (γ₁ t - γ₂ t) = Real.exp (-(κ * t)) ^ 2 * frobSq (γ₁ 0 - γ₂ 0) := by
    linear_combination Real.exp (-(κ * t)) ^ 2 * hc - frobSq (γ₁ t - γ₂ t) * he
  rw [frobNorm, frobNorm, hsq, Real.sqrt_mul (sq_nonneg _), Real.sqrt_sq (Real.exp_pos _).le]
```

The named steps follow the derivation. `hlin` is the cancellation of $g$, `hbal` evaluates $\mathrm{Re}\operatorname{Tr}(D^\dagger D')=-\kappa N$, `hN` is $N'=-2\kappa N$, and `hF` says that $e^{2\kappa t}N$ has zero derivative. The last lines solve for $N(t)$ and take the root. The sign of `κ` plays no role.

The proof turns on the passage from `hF` to `hc`, which is made by Mathlib's `constant_of_has_deriv_right_zero`. It states that a function which is continuous on a closed interval $[a,b]$, and has right derivative zero at each point of $[a,b)$, keeps its value at $a$ throughout. This suits an initial value problem, since the solution need not be extended to times before $t=0$. The continuity hypothesis matters: a step function that jumps at $t=1$ and takes its new value there has right derivative zero everywhere, yet is not constant. Both hypotheses come from `hF`, the first by restriction to $[0,t]$ and the second by restriction to $[s,\infty)$.

## Stationary targets and the decay law

```lean
/-- The target `g` is a stationary point of the relaxation-time equation exactly when it
commutes with `H`. -/
theorem stationary_iff_commute (H g : Matrix n n ℂ) (κ : ℝ) :
    rtaRate H g κ g = 0 ↔ H * g = g * H := by
  have e : rtaRate H g κ g = -(Complex.I • (H * g - g * H)) := by
    rw [rtaRate, sub_self g, smul_zero, sub_zero]
  rw [e]
  constructor
  · intro h
    have hX : H * g - g * H = Complex.I • (-(Complex.I • (H * g - g * H))) := by
      rw [smul_neg, smul_smul, Complex.I_mul_I, neg_smul, one_smul, neg_neg]
    rw [h, smul_zero] at hX
    exact sub_eq_zero.mp hX
  · intro h
    rw [h, sub_self, smul_zero, neg_zero]
```

For the forward direction, the proof multiplies $-i(Hg-gH)$ by $i$ to recover the commutator.

```lean
/-- Relaxation law: if `H` is Hermitian and commutes with `g`, and `τ > 0`, then for a solution `γ`
of the relaxation-time equation with rate `1/τ` and times `t ≥ 0` the Frobenius distance of `γ(t)`
from `g` is `exp(-t/τ)` times its initial value, and it tends to zero at long times. -/
theorem relaxation_law {H g : Matrix n n ℂ} {τ : ℝ} (hH : H.IsHermitian)
    (hg : H * g = g * H) (hτ : 0 < τ) {γ : ℝ → Matrix n n ℂ} (hγ : IsSolution H g τ⁻¹ γ) :
    (∀ t : ℝ, 0 ≤ t → frobNorm (γ t - g) = Real.exp (-t / τ) * frobNorm (γ 0 - g)) ∧
      Tendsto (fun t => frobNorm (γ t - g)) atTop (𝓝 0) := by
  -- the constant density matrix `g` is itself a solution
  have hconst : IsSolution H g τ⁻¹ (fun _ => g) := by
    intro t _ i j
    rw [(stationary_iff_commute H g τ⁻¹).mpr hg]
    exact hasDerivWithinAt_const _ _ _
  have law : ∀ t : ℝ, 0 ≤ t →
      frobNorm (γ t - g) = Real.exp (-t / τ) * frobNorm (γ 0 - g) := by
    intro t ht
    have h := distance_of_solutions hH hγ hconst ht
    rwa [show -(τ⁻¹ * t) = -t / τ by ring] at h
  refine ⟨law, ?_⟩
  have hdiv : Tendsto (fun t : ℝ => t / τ) atTop atTop := tendsto_id.atTop_div_const hτ
  have hlim := (Real.tendsto_exp_neg_atTop_nhds_zero.comp hdiv).mul_const (frobNorm (γ 0 - g))
  rw [zero_mul] at hlim
  refine hlim.congr' ?_
  filter_upwards [eventually_ge_atTop (0 : ℝ)] with t ht
  rw [law t ht, neg_div]
  rfl
```

The hypotheses `hH`, `hg` and `hτ` are the Hermiticity of $H$, the commutation and $\tau>0$; $g$ need not be Hermitian. In the proof, `hconst` makes the constant $g$ a solution, and `distance_of_solutions` does the rest. The second half of the conclusion, that the distance tends to zero, follows from the limit of the exponential.

The law gives a check for a propagation code that uses this single-$\tau$ damping in a finite orthonormal basis, with a constant Hermitian $H$ and a constant $g$ that commutes with it. When $\gamma(0)\ne g$, the natural logarithm of the distance, plotted against time, should follow a straight line of slope $-1/\tau$ up to time-step and rounding errors.

```lean
/-- Converse: if a solution that starts at `g` obeys the exponential law for its distance
from `g`, then `H` and `g` commute. -/
theorem commute_of_law {H g : Matrix n n ℂ} {κ : ℝ} {γ : ℝ → Matrix n n ℂ}
    (hγ : IsSolution H g κ γ) (h0 : γ 0 = g)
    (law : ∀ t : ℝ, 0 ≤ t →
      frobNorm (γ t - g) = Real.exp (-(κ * t)) * frobNorm (γ 0 - g)) :
    H * g = g * H := by
  -- the law keeps the solution at `g`
  have hstay : ∀ t : ℝ, 0 ≤ t → ∀ i j, γ t i j = g i j := by
    intro t ht i j
    have hz : frobNorm (γ t - g) = 0 := by
      rw [law t ht, h0, sub_self]
      simp [frobNorm, frobSq]
    have hs : frobSq (γ t - g) = 0 :=
      (Real.sqrt_eq_zero (Finset.sum_nonneg fun _ _ =>
        Finset.sum_nonneg fun _ _ => sq_nonneg _)).mp hz
    have hi := (Finset.sum_eq_zero_iff_of_nonneg (fun _ _ =>
      Finset.sum_nonneg fun _ _ => sq_nonneg _)).mp hs i (Finset.mem_univ i)
    have hij := (Finset.sum_eq_zero_iff_of_nonneg (fun _ _ => sq_nonneg _)).mp hi j
      (Finset.mem_univ j)
    exact sub_eq_zero.mp (norm_eq_zero.mp (pow_eq_zero_iff two_ne_zero |>.mp hij))
  -- so its initial velocity vanishes
  rw [← stationary_iff_commute H g κ]
  ext i j
  have hu : UniqueDiffWithinAt ℝ (Set.Ici (0 : ℝ)) 0 := uniqueDiffOn_Ici 0 0 Set.self_mem_Ici
  have hd := hγ 0 le_rfl i j
  rw [h0] at hd
  have hc : HasDerivWithinAt (fun s => γ s i j) 0 (Set.Ici 0) 0 :=
    (hasDerivWithinAt_const (0 : ℝ) (Set.Ici 0) (g i j)).congr
      (fun s hs => hstay s hs i j) (hstay 0 le_rfl i j)
  exact (hd.derivWithin hu).symm.trans (hc.derivWithin hu)
```

`hstay` turns zero distance into equality of all entries, because a sum of non-negative terms vanishes only if each term does. The entry then has two derivatives at $t=0$, one from the equation and one from being constant. `UniqueDiffWithinAt` guarantees that a one-sided derivative at the end of the half-line is unique, so they agree.

## An explicit solution in the eigenbasis

```lean
/-- Density matrix in the eigenbasis of `H`, with level energies `ε`, target occupations `f` and
initial value `γ₀`: entry `(i, j)` of the initial deviation from the target is multiplied by
`exp(-(κ + I (ε i - ε j)) t)`, where `I` is the imaginary unit. -/
def eigenbasisSolution [DecidableEq n] (ε f : n → ℝ) (κ : ℝ) (γ₀ : Matrix n n ℂ) (t : ℝ) :
    Matrix n n ℂ :=
  Matrix.of fun i j => diagonal (fun k => (f k : ℂ)) i j +
    Complex.exp (-((κ : ℂ) + Complex.I * ((ε i : ℂ) - ε j)) * (t : ℂ)) *
      (γ₀ - diagonal (fun k => (f k : ℂ))) i j
```

This is the formula of the two-level example for any finite number of levels, with energies `ε`, target occupations `f` and an arbitrary initial matrix `γ₀`.

```lean
/-- For diagonal `H` and `g` with real entries, `H` is Hermitian and commutes with `g`, and
`eigenbasisSolution` solves the relaxation-time equation with initial value `γ₀`. -/
theorem relaxation_witness [DecidableEq n] (ε f : n → ℝ) (κ : ℝ) (γ₀ : Matrix n n ℂ) :
    (diagonal (fun k => (ε k : ℂ))).IsHermitian ∧
    diagonal (fun k => (ε k : ℂ)) * diagonal (fun k => (f k : ℂ)) =
      diagonal (fun k => (f k : ℂ)) * diagonal (fun k => (ε k : ℂ)) ∧
    IsSolution (diagonal (fun k => (ε k : ℂ))) (diagonal (fun k => (f k : ℂ))) κ
      (eigenbasisSolution ε f κ γ₀) ∧
    eigenbasisSolution ε f κ γ₀ 0 = γ₀ := by
  refine ⟨?_, ?_, ?_, ?_⟩
  · ext i j
    rcases eq_or_ne i j with rfl | h
    · simp [conjTranspose_apply]
    · simp [conjTranspose_apply, diagonal_apply_ne _ h, diagonal_apply_ne _ h.symm]
  · rw [diagonal_mul_diagonal, diagonal_mul_diagonal]
    simp only [mul_comm]
  · intro t _ i j
    have hc : (ε i : ℂ) * diagonal (fun k => (f k : ℂ)) i j =
        diagonal (fun k => (f k : ℂ)) i j * (ε j : ℂ) := by
      rcases eq_or_ne i j with rfl | h
      · exact mul_comm _ _
      · rw [diagonal_apply_ne _ h, mul_zero, zero_mul]
    have h1 : HasDerivAt (fun s : ℝ => (s : ℂ)) 1 t := by
      simpa using (hasDerivAt_id' t).ofReal_comp
    have h := (((h1.const_mul (-((κ : ℂ) + Complex.I * ((ε i : ℂ) - ε j)))).cexp).mul_const
      ((γ₀ - diagonal (fun k => (f k : ℂ))) i j)).const_add (diagonal (fun k => (f k : ℂ)) i j)
    refine (h.congr_deriv ?_).hasDerivWithinAt
    simp only [rtaRate, eigenbasisSolution, Matrix.sub_apply, Matrix.neg_apply,
      Matrix.smul_apply, diagonal_mul, mul_diagonal, smul_eq_mul, Matrix.of_apply]
    linear_combination Complex.I * hc
  · ext i j
    simp [eigenbasisSolution]

end

end RelaxationTimeApproximation
```

The four parts of the statement are that $H$ is Hermitian, that it commutes with $g$, that the formula solves the equation, and that it starts at `γ₀`. The third is obtained by differentiating the exponential; `hc` supplies the commutation of the two diagonal matrices entry by entry. A general Hermitian $H$ with a commuting Hermitian $g$ reduces to this case by a unitary change of basis, a step left here to the reader.

```lean
#print axioms RelaxationTimeApproximation.relaxation_law
#print axioms RelaxationTimeApproximation.commute_of_law
```

```
'RelaxationTimeApproximation.relaxation_law' depends on axioms: [propext, Classical.choice, Quot.sound]
'RelaxationTimeApproximation.commute_of_law' depends on axioms: [propext, Classical.choice, Quot.sound]
```
